# Every nonzero cubic index triple has 6, 8, 12, 24 or 48 distinct signed permutations

A powder-diffraction code can save work by computing one reflection for each set of symmetry-equivalent reflections and multiplying by the size of the set. If it takes that size to be 48 throughout, the number of cubic symmetry operations, the {100} line of a crystal with the full cubic point group $m\bar{3}m$ comes out eight times too strong and the {111} line six times, while {321} is correct. A second error appears when the code assigns one set to each line. The reflections (300) and (221) have the same plane spacing, so a line weighted by the 24 members of {221} alone has lost the six members of {300}.

## The multiplicity table for {hkl}

In a cubic crystal with lattice constant $a$, the planes with indices $(h,k,l)$ have spacing $d = a/\sqrt{h^2+k^2+l^2}$. The form {hkl} is the set of all distinct triples obtained from $(h,k,l)$ by permuting the indices and changing their signs. Its number of members is the multiplicity $M$. For integers in the standard order $h \ge k \ge l \ge 0$ with $h > 0$:

| Pattern | Example | $M$ |
|---|---|---|
| $h>k>l>0$ | {321} | 48 |
| $h>k>l=0$ | {210} | 24 |
| $h=k>l>0$ | {221} | 24 |
| $h>k=l>0$ | {211} | 24 |
| $h=k>l=0$ | {110} | 12 |
| $h=k=l>0$ | {111} | 8 |
| $h>k=l=0$ | {100} | 6 |

The seven patterns exhaust the allowed triples. Every other nonzero triple is a signed permutation of one in standard order, so it has one of the same five multiplicities.

## Weights in powder patterns and reciprocal-space sums

A reciprocal-space sum over a set of triples closed under signed permutations, such as all triples inside a spherical cutoff, can be reduced to standard triples if the summand $f$ has the same symmetry:

$$\sum_{v} f(v) = \sum_{\text{standard } v} M(v)\, f(v).$$

The triple $(0,0,0)$, if present, enters with weight 1. In a powder pattern $f$ contains the squared structure factor, and a line at a given spacing collects every form with the same $h^2+k^2+l^2$.

The same numbers occur in electronic structure. For non-interacting electrons in an empty cubic box of edge $L$ with periodic boundary conditions, the plane wave labelled by $(h,k,l)$ has energy

$$E = \frac{\hbar^2}{2m_e}\left(\frac{2\pi}{L}\right)^2 (h^2+k^2+l^2),$$

where $m_e$ is the electron mass. The level with $h^2+k^2+l^2=9$ holds 30 plane waves, spin aside: six from {300} and 24 from {221}. A code that fills closed shells has to count both forms.

## Counting by patterns of coincidence

Write the triple as $v=(v_0,v_1,v_2)$. A cubic operation consists of a permutation $\sigma$ of the three positions and a sign $\varepsilon_i=\pm1$ for each position, and it produces

$$w_i=\varepsilon_i\,v_{\sigma(i)}.$$

There are $3!\cdot 2^3=48$ operations, but different operations may produce the same triple.

**Members of a form generate the same form.** Applying a second operation $(\tau,\delta)$ to $w$ gives $\delta_i\varepsilon_{\tau(i)}v_{\sigma(\tau(i))}$, which is again a signed permutation of $v$. The operation with permutation $\sigma^{-1}$ and signs $\varepsilon_{\sigma^{-1}(i)}$ leads back from $w$ to $v$, because

$$\varepsilon_{\sigma^{-1}(i)}\,w_{\sigma^{-1}(i)}=\varepsilon_{\sigma^{-1}(i)}^2\,v_i=v_i.$$

Signs disappear on squaring and a permutation only reorders a sum, so all members also share $\sum_i v_i^2$.

**Only coincidences matter.** Two operations $(\sigma,\varepsilon)$ and $(\sigma',\varepsilon')$ give the same image of $v$ exactly when $\varepsilon_i v_{\sigma(i)}=\varepsilon'_i v_{\sigma'(i)}$ for every $i$. Each of these conditions has the form $v_p=v_q$ or $v_p=-v_q$. The case $v_p=-v_p$ says that $v_p=0$, so vanishing indices are included.

Now let $u$ be a second triple for which all such relations of $v$ also hold. Operations that agree on $v$ then agree on $u$, and sending the image of $v$ under each operation to the image of $u$ under the same operation is a well-defined map from the form of $v$ onto the form of $u$. Hence $M(u)\le M(v)$. If the two triples satisfy exactly the same relations, the inequality holds both ways and $M(u)=M(v)$.

**One example for each pattern.** All triples in one row of the table satisfy the same relations: the pattern fixes which indices are equal and which vanish, and for non-negative indices $v_p=-v_q$ holds only if both are zero. It is therefore enough to count the examples in the table, as the number of distinct orders times the number of sign choices for nonzero indices:

- (3,2,1): $6\cdot8=48$
- (2,1,0): $6\cdot4=24$
- (2,2,1) and (2,1,1): $3\cdot8=24$ each
- (1,1,0): $3\cdot4=12$
- (1,1,1): $1\cdot8=8$
- (1,0,0): $3\cdot2=6$

**Arbitrary triples.** Taking absolute values and sorting them in decreasing order is a signed permutation, so every form contains a standard triple. If its largest index is zero, the sum of squares vanishes and the original triple was zero. Otherwise the table applies.

**The line with sum of squares 9.** For a standard triple, $h\le3$. If $h=3$, then $k=l=0$. If $h=2$, then $k^2+l^2=5$ with $l\le k\le2$, which leaves $k=2$, $l=1$. If $h\le1$, the sum is at most 3. The two forms {300} and {221} are disjoint, since their members have different absolute values, and the total is $6+24=30$. No single form has 30 members.

**The square lattice.** The same comparison with two indices, for $h\ge k\ge0$ and $h>0$, gives 8 signed permutations when $h>k>0$ and 4 when $h=k$ or $k=0$. These are the weights for in-plane reflections of a square lattice with full square symmetry.

## The Lean file

```lean
import Mathlib

namespace CubicForms

/-- The cubic symmetry operation that permutes the three Miller indices by `σ` and
multiplies them by the signs `ε`. -/
def signedPerm (σ : Equiv.Perm (Fin 3)) (ε : Fin 3 → ℤˣ) (v : Fin 3 → ℤ) : Fin 3 → ℤ :=
  fun i => (ε i : ℤ) * v (σ i)

/-- The crystal form {hkl}: all distinct signed permutations of the Miller indices. -/
def form (v : Fin 3 → ℤ) : Finset (Fin 3 → ℤ) :=
  Finset.univ.image
    (fun g : Equiv.Perm (Fin 3) × (Fin 3 → ℤˣ) => signedPerm g.1 g.2 v)

/-- The multiplicity of a form: the number of distinct index triples in it. -/
def multiplicity (v : Fin 3 → ℤ) : ℕ := (form v).card

/-- A triple belongs to the form of `v` exactly when a signed permutation takes `v` to it. -/
theorem mem_form {v w : Fin 3 → ℤ} : w ∈ form v ↔ ∃ σ ε, signedPerm σ ε v = w := by
  simp only [form, Finset.mem_image, Finset.mem_univ, true_and, Prod.exists]

/-- Every member of a form generates the whole form. -/
theorem form_eq_of_mem {v w : Fin 3 → ℤ} (hw : w ∈ form v) : form w = form v := by
  -- two successive operations are again a signed permutation
  have sub : ∀ a b : Fin 3 → ℤ, b ∈ form a → form b ⊆ form a := by
    intro a b hb x hx
    obtain ⟨σ, ε, rfl⟩ := mem_form.1 hb
    obtain ⟨τ, δ, rfl⟩ := mem_form.1 hx
    refine mem_form.2 ⟨τ.trans σ, fun i => δ i * ε (τ i), ?_⟩
    funext i
    simp [signedPerm, mul_assoc]
  refine Finset.Subset.antisymm (sub v w hw) (sub w v ?_)
  -- the inverse operation leads back to `v`
  obtain ⟨σ, ε, rfl⟩ := mem_form.1 hw
  refine mem_form.2 ⟨σ.symm, fun i => ε (σ.symm i), ?_⟩
  funext i
  rcases Int.units_eq_one_or (ε (σ.symm i)) with h | h <;> simp [signedPerm, h]

/-- All members of a form have the same value of h² + k² + l². -/
theorem sum_sq_of_mem {v w : Fin 3 → ℤ} (hw : w ∈ form v) :
    ∑ i, w i ^ 2 = ∑ i, v i ^ 2 := by
  obtain ⟨σ, ε, rfl⟩ := mem_form.1 hw
  refine Eq.trans ?_ (Equiv.sum_comp σ (fun i => v i ^ 2))
  refine Finset.sum_congr rfl fun i _ => ?_
  rcases Int.units_eq_one_or (ε i) with h | h <;> simp [signedPerm, h]

/-- If every relation `v i = v j` or `v i = -v j` that holds for `v` also holds for `w`, where
`i = j` is allowed (so an index that vanishes in `v` vanishes in `w`), then the form of `w` has at
most as many members as the form of `v`. -/
theorem multiplicity_le {v w : Fin 3 → ℤ} (h1 : ∀ i j, v i = v j → w i = w j)
    (h2 : ∀ i j, v i = -v j → w i = -w j) : multiplicity w ≤ multiplicity v := by
  -- operations that agree on `v` agree on `w`
  have key : ∀ g g' : Equiv.Perm (Fin 3) × (Fin 3 → ℤˣ),
      signedPerm g.1 g.2 v = signedPerm g'.1 g'.2 v →
      signedPerm g.1 g.2 w = signedPerm g'.1 g'.2 w := by
    intro g g' h
    funext i
    have hi := congrFun h i
    have a1 := h1 (g.1 i) (g'.1 i)
    have a2 := h2 (g.1 i) (g'.1 i)
    simp only [signedPerm] at hi ⊢
    rcases Int.units_eq_one_or (g.2 i) with e | e <;>
      rcases Int.units_eq_one_or (g'.2 i) with e' | e' <;>
      simp only [e, e', Units.val_one, Units.val_neg, one_mul, neg_mul] at hi ⊢ <;> omega
  -- hence the form of `w` is an image of the form of `v`
  obtain ⟨E, hE⟩ : ∃ E : (Fin 3 → ℤ) → (Fin 3 → ℤ),
      ∀ g : Equiv.Perm (Fin 3) × (Fin 3 → ℤˣ),
        E (signedPerm g.1 g.2 v) = signedPerm g.1 g.2 w :=
    ⟨Function.extend
      (fun g : Equiv.Perm (Fin 3) × (Fin 3 → ℤˣ) => signedPerm g.1 g.2 v)
      (fun g => signedPerm g.1 g.2 w) 0,
      fun g => Function.FactorsThrough.extend_apply (fun a b h => key a b h) 0 g⟩
  have himg : form w ⊆ (form v).image E := by
    intro x hx
    obtain ⟨σ, ε, rfl⟩ := mem_form.1 hx
    exact Finset.mem_image.2 ⟨signedPerm σ ε v, mem_form.2 ⟨σ, ε, rfl⟩, hE (σ, ε)⟩
  exact (Finset.card_le_card himg).trans Finset.card_image_le

/-- The multiplicity depends only on which indices are equal, opposite or zero. -/
theorem multiplicity_congr {v w : Fin 3 → ℤ}
    (h : ∀ i j, (v i = v j ↔ w i = w j) ∧ (v i = -v j ↔ w i = -w j)) :
    multiplicity v = multiplicity w :=
  le_antisymm
    (multiplicity_le (fun i j => (h i j).1.2) (fun i j => (h i j).2.2))
    (multiplicity_le (fun i j => (h i j).1.1) (fun i j => (h i j).2.1))

/-- The table of cubic multiplicities, for indices in the standard order h ≥ k ≥ l ≥ 0
with h > 0, one line for each pattern of equal and vanishing indices. -/
theorem multiplicity_table (h k l : ℤ) :
    (h > k ∧ k > l ∧ l > 0 → multiplicity ![h, k, l] = 48) ∧
    (h > k ∧ k > l ∧ l = 0 → multiplicity ![h, k, l] = 24) ∧
    (h = k ∧ k > l ∧ l > 0 → multiplicity ![h, k, l] = 24) ∧
    (h > k ∧ k = l ∧ l > 0 → multiplicity ![h, k, l] = 24) ∧
    (h = k ∧ k > l ∧ l = 0 → multiplicity ![h, k, l] = 12) ∧
    (h = k ∧ k = l ∧ l > 0 → multiplicity ![h, k, l] = 8) ∧
    (h > k ∧ k = l ∧ l = 0 → multiplicity ![h, k, l] = 6) := by
  -- each pattern is counted on its smallest representative
  refine ⟨fun c => (multiplicity_congr (w := ![3, 2, 1]) ?_).trans (by decide +kernel),
    fun c => (multiplicity_congr (w := ![2, 1, 0]) ?_).trans (by decide +kernel),
    fun c => (multiplicity_congr (w := ![2, 2, 1]) ?_).trans (by decide +kernel),
    fun c => (multiplicity_congr (w := ![2, 1, 1]) ?_).trans (by decide +kernel),
    fun c => (multiplicity_congr (w := ![1, 1, 0]) ?_).trans (by decide +kernel),
    fun c => (multiplicity_congr (w := ![1, 1, 1]) ?_).trans (by decide +kernel),
    fun c => (multiplicity_congr (w := ![1, 0, 0]) ?_).trans (by decide +kernel)⟩
  all_goals
    intro i j
    fin_cases i <;> fin_cases j <;> simp <;> omega

/-- Every form contains a triple in the standard order h ≥ k ≥ l ≥ 0. -/
theorem exists_standard (v : Fin 3 → ℤ) :
    ∃ h k l : ℤ, k ≤ h ∧ l ≤ k ∧ 0 ≤ l ∧ ![h, k, l] ∈ form v := by
  have sgn : ∀ x : ℤ, ∃ u : ℤˣ, (u : ℤ) * x = |x| := by
    intro x
    rcases le_total 0 x with hx | hx
    · exact ⟨1, by simp [abs_of_nonneg hx]⟩
    · exact ⟨-1, by simp [abs_of_nonpos hx]⟩
  choose s hs using sgn
  -- sort the absolute values in decreasing order
  obtain ⟨σ, hσ⟩ : ∃ σ : Equiv.Perm (Fin 3), Monotone ((fun i => -|v i|) ∘ σ) :=
    ⟨_, Tuple.monotone_sort _⟩
  refine ⟨|v (σ 0)|, |v (σ 1)|, |v (σ 2)|,
    neg_le_neg_iff.1 (hσ (show (0 : Fin 3) ≤ 1 by decide)),
    neg_le_neg_iff.1 (hσ (show (1 : Fin 3) ≤ 2 by decide)), abs_nonneg _,
    mem_form.2 ⟨σ, fun i => s (v (σ i)), ?_⟩⟩
  funext i
  fin_cases i <;> exact hs _

/-- Any Miller indices that are not all zero have multiplicity 6, 8, 12, 24 or 48. -/
theorem multiplicity_values {v : Fin 3 → ℤ} (hv : v ≠ 0) :
    multiplicity v ∈ ({6, 8, 12, 24, 48} : Finset ℕ) := by
  obtain ⟨h, k, l, hk, kl, l0, hm⟩ := exists_standard v
  have e : multiplicity ![h, k, l] = multiplicity v :=
    congrArg Finset.card (form_eq_of_mem hm)
  have h0 : 0 < h := by
    by_contra hn
    have eh : h = 0 := by omega
    have ek : k = 0 := by omega
    have el : l = 0 := by omega
    have hs := sum_sq_of_mem hm
    rw [eh, ek, el] at hs
    have hz : ∑ i, v i ^ 2 = 0 := hs.symm.trans (by simp [Fin.sum_univ_three])
    have hi := (Finset.sum_eq_zero_iff_of_nonneg (fun i _ => sq_nonneg (v i))).1 hz
    exact hv (funext fun i => pow_eq_zero_iff (two_ne_zero) |>.1 (hi i (Finset.mem_univ i)))
  have t := multiplicity_table h k l
  rw [← e]
  simp only [Finset.mem_insert, Finset.mem_singleton]
  omega

/-- The index triples with h² + k² + l² = 9 are those of the two forms {300} and {221}
together, and they number 30. -/
theorem overlapping_line :
    (∀ v : Fin 3 → ℤ, ∑ i, v i ^ 2 = 9 ↔ v ∈ form ![3, 0, 0] ∪ form ![2, 2, 1]) ∧
    (form ![3, 0, 0] ∪ form ![2, 2, 1]).card = 30 := by
  refine ⟨fun v => ⟨fun hv => ?_, fun hv => ?_⟩, by decide +kernel⟩
  · obtain ⟨h, k, l, hk, kl, l0, hm⟩ := exists_standard v
    have hs : h ^ 2 + k ^ 2 + l ^ 2 = 9 := by
      simpa [Fin.sum_univ_three] using (sum_sq_of_mem hm).trans hv
    have self : v ∈ form ![h, k, l] := by
      rw [form_eq_of_mem hm]
      exact mem_form.2 ⟨Equiv.refl _, fun _ => 1, by funext i; simp [signedPerm]⟩
    -- only two standard triples have this sum of squares
    have cases : (h = 3 ∧ k = 0 ∧ l = 0) ∨ (h = 2 ∧ k = 2 ∧ l = 1) := by
      clear self hm
      have h3 : h ≤ 3 := by nlinarith [sq_nonneg k, sq_nonneg l]
      have k0 : 0 ≤ k := by omega
      have h0 : 0 ≤ h := by omega
      interval_cases h <;> interval_cases k <;> interval_cases l <;> omega
    rcases cases with ⟨rfl, rfl, rfl⟩ | ⟨rfl, rfl, rfl⟩
    · exact Finset.mem_union_left _ self
    · exact Finset.mem_union_right _ self
  · rcases Finset.mem_union.1 hv with h | h
    · rw [sum_sq_of_mem h, Fin.sum_univ_three]
      show (3 : ℤ) ^ 2 + 0 ^ 2 + 0 ^ 2 = 9
      norm_num
    · rw [sum_sq_of_mem h, Fin.sum_univ_three]
      show (2 : ℤ) ^ 2 + 2 ^ 2 + 1 ^ 2 = 9
      norm_num

end CubicForms
```

```lean
#print axioms CubicForms.multiplicity_le
-- 'CubicForms.multiplicity_le' depends on axioms: [propext, Classical.choice, Quot.sound]
#print axioms CubicForms.multiplicity_values
-- 'CubicForms.multiplicity_values' depends on axioms: [propext, Classical.choice, Quot.sound]
#print axioms CubicForms.overlapping_line
-- 'CubicForms.overlapping_line' depends on axioms: [propext, Classical.choice, Quot.sound]
```

## What the definitions and theorems say

Miller indices are a function `Fin 3 → ℤ`, with positions numbered 0, 1 and 2, and `![h, k, l]` is the triple with those entries. The signs are elements of `ℤˣ`, the invertible integers, which are just $1$ and $-1$. `signedPerm σ ε v` is the operation $w_i=\varepsilon_i v_{\sigma(i)}$. `form v` collects the images under all 48 operations into a finite set, which removes repetitions, and `multiplicity v` is its number of elements.

`multiplicity_table` consists of seven implications, one for each row of the table. The condition $h>0$ follows from the pattern in each row. `multiplicity_values` says that any triple other than zero, in any order and with any signs, has multiplicity 6, 8, 12, 24 or 48. `overlapping_line` says that a triple has sum of squares 9 exactly when it lies in {300} or {221}, and that the union of these forms has 30 elements.

Two conventions affect comparison with other tables. The indices may have a common factor, as in (300), so they label reflections as well as lattice planes; Miller indices of planes are often required to be coprime. Also, $(h,k,l)$ and $(-h,-k,-l)$ count as two members, although they describe the same stack of parallel planes. A count of plane orientations is therefore half of $M$.

## How Lean compares and counts the forms

`mem_form` restates membership as the existence of a permutation and signs. `form_eq_of_mem` uses the composite and inverse operations written out above to prove two inclusions, and `sum_sq_of_mem` reorders the sum of squares.

The central lemma is `multiplicity_le`, in which `w` plays the part of $u$. Its intermediate claim `key` shows that operations agreeing on `v` agree on `w`: it splits into the four combinations of two signs at each position, and `omega`, which proves facts of linear integer arithmetic, settles each one. `Function.extend` then supplies the map `E` from images of `v` to images of `w`. Since an image of a finite set is no larger than the set, the inequality follows. `multiplicity_congr` applies it in both directions.

In `multiplicity_table`, each row is compared with its example. `decide +kernel` obtains the size of that example's form by evaluation in Lean's kernel, where the derivation above multiplies orders by signs. The remaining goals say that the two triples have the same coincidences; `fin_cases` runs through the nine pairs of positions, and `omega` finishes.

`exists_standard` sorts the negated absolute values in increasing order, which puts the absolute values in decreasing order. `multiplicity_values` transfers the table from that standard triple to the original one. For `overlapping_line`, `nlinarith` gives $h\le3$, `interval_cases` tries the finitely many standard triples that remain, and the size of the union is again evaluated.

## From index triples to measured intensities

The theorems count integer triples of any size. Using the counts as intensity weights requires in addition that all members of a form have the same squared structure factor. This holds when the crystal has the full cubic point group $m\bar{3}m$. With the lower cubic symmetry $m\bar{3}$, the reflections $(h,k,l)$ and $(k,h,l)$ can differ in intensity while sharing a spacing; the 48 members of a general form then split into two sets of 24, each needing its own structure factor.

A program that implements the table can be compared with it row by row, and its total at $h^2+k^2+l^2=9$ can be compared with 30, which exposes a program that counts only one of {300} and {221} there. The correctness of the program itself remains a separate matter, as does the square-lattice count, which is argued in prose and has no theorem in the file.
